# Convolution with a finite cosine kernel over one period multiplies each Fourier harmonic of a continuous signal by the kernel's coefficient

The lemma `smooth_cosineKernel` says that averaging a continuous real signal `f` against the kernel 1 + 2 ∑ gₙ cos(n(x − t)), over t from −π to π, gives the Fourier series of `f` with harmonic n multiplied by gₙ and nothing kept above harmonic N. The average carries the factor 1/(2π), so the constant term is the plain mean of `f`. The factors gₙ are arbitrary real numbers, and `f` need not be periodic, since only its values on that one interval enter. The proof goes by induction on N: it splits off the newest harmonic with the formula for the cosine of a difference, then uses the linearity of the average twice.

In Lean, a first try:

```lean
import Mathlib

open scoped Real NNReal

namespace KernelResolution

noncomputable section

/-- The average of a function over the period from `-π` to `π`. -/
def periodMean (u : ℝ → ℝ) : ℝ := (2 * π)⁻¹ * ∫ t in (-π)..π, u t

/-- The normalized convolution of a kernel `K` with a signal `f` over one period. -/
def smooth (K f : ℝ → ℝ) (x : ℝ) : ℝ := periodMean (fun t => K (x - t) * f t)

/-- The even trigonometric polynomial `1 + 2 ∑ gₙ cos (n t)` with harmonics `n = 1, …, N`. -/
def cosineKernel (N : ℕ) (g : ℕ → ℝ) (t : ℝ) : ℝ :=
  1 + 2 * ∑ n ∈ Finset.range N, g (n + 1) * Real.cos (((n : ℝ) + 1) * t)

/-- The Fourier series of `f` cut off after harmonic `N`, with harmonic `n` multiplied by the
damping factor `gₙ`. -/
def dampedFourier (N : ℕ) (g : ℕ → ℝ) (f : ℝ → ℝ) (x : ℝ) : ℝ :=
  periodMean f + 2 * ∑ n ∈ Finset.range N, g (n + 1) *
    (Real.cos (((n : ℝ) + 1) * x) * periodMean (fun t => Real.cos (((n : ℝ) + 1) * t) * f t) +
     Real.sin (((n : ℝ) + 1) * x) * periodMean (fun t => Real.sin (((n : ℝ) + 1) * t) * f t))

/-- The period average is linear on continuous functions. -/
theorem periodMean_linear (a b : ℝ) {u v : ℝ → ℝ} (hu : Continuous u) (hv : Continuous v) :
    periodMean (fun t => a * u t + b * v t) = a * periodMean u + b * periodMean v := by
  have h1 : IntervalIntegrable (fun t => a * u t) MeasureTheory.volume (-π) π :=
    (continuous_const.mul hu).intervalIntegrable _ _
  have h2 : IntervalIntegrable (fun t => b * v t) MeasureTheory.volume (-π) π :=
    (continuous_const.mul hv).intervalIntegrable _ _
  unfold periodMean
  rw [intervalIntegral.integral_add h1 h2, intervalIntegral.integral_const_mul,
    intervalIntegral.integral_const_mul]
  ring

/-- Convolution of a continuous signal with the cosine kernel gives the signal's damped Fourier
series, cut off after harmonic `N`. -/
theorem smooth_cosineKernel (N : ℕ) (g : ℕ → ℝ) {f : ℝ → ℝ} (hf : Continuous f) (x : ℝ) :
    smooth (cosineKernel N g) f x = dampedFourier N g f x := by
  unfold smooth dampedFourier
  induction N with
  | zero => simp [cosineKernel]
  | succ N ih =>
    have e : (fun t => cosineKernel (N + 1) g (x - t) * f t) = fun t =>
        1 * (cosineKernel N g (x - t) * f t) + (2 * g (N + 1)) *
          (Real.cos (((N : ℝ) + 1) * x) * (Real.cos (((N : ℝ) + 1) * t) * f t) +
           Real.sin (((N : ℝ) + 1) * x) * (Real.sin (((N : ℝ) + 1) * t) * f t)) := by
      funext t
      simp only [cosineKernel, Finset.sum_range_succ]
      rw [show ((N : ℝ) + 1) * (x - t) = ((N : ℝ) + 1) * x - ((N : ℝ) + 1) * t by ring,
        Real.cos_sub]
      ring
    have h1 : Continuous (fun t => cosineKernel N g (x - t) * f t) := by
      unfold cosineKernel
      fun_prop
    have h2 : Continuous (fun t => Real.cos (((N : ℝ) + 1) * t) * f t) := by fun_prop
    have h3 : Continuous (fun t => Real.sin (((N : ℝ) + 1) * t) * f t) := by fun_prop
    rw [e, periodMean_linear _ _ h1
      ((continuous_const.mul h2).add (continuous_const.mul h3)),
      periodMean_linear _ _ h2 h3, ih, Finset.sum_range_succ]
    ring

end

end KernelResolution
```

Lean reports:

```
Main.lean:60:11: error: Tactic `rewrite` failed: Did not find an occurrence of the pattern
  periodMean fun t =>
    ?m.470 * (cosineKernel N g (x - t) * f t) +
      ?m.471 *
        (((fun x => ?m.478) * fun t => Real.cos ((↑N + 1) * t) * f t) +
            (fun x => ?m.499) * fun t => Real.sin ((↑N + 1) * t) * f t)
          t
in the target expression
  (periodMean fun t =>
      1 * (cosineKernel N g (x - t) * f t) +
        2 * g (N + 1) *
          (Real.cos ((↑N + 1) * x) * (Real.cos ((↑N + 1) * t) * f t) +
            Real.sin ((↑N + 1) * x) * (Real.sin ((↑N + 1) * t) * f t))) =
    periodMean f +
      2 *
        ∑ n ∈ Finset.range (N + 1),
          g (n + 1) *
            ((Real.cos ((↑n + 1) * x) * periodMean fun t => Real.cos ((↑n + 1) * t) * f t) +
              Real.sin ((↑n + 1) * x) * periodMean fun t => Real.sin ((↑n + 1) * t) * f t)

case succ
g : ℕ → ℝ
f : ℝ → ℝ
hf : Continuous f
x : ℝ
N : ℕ
ih :
  (periodMean fun t => cosineKernel N g (x - t) * f t) =
    periodMean f +
      2 *
        ∑ n ∈ Finset.range N,
          g (n + 1) *
            ((Real.cos ((↑n + 1) * x) * periodMean fun t => Real.cos ((↑n + 1) * t) * f t) +
              Real.sin ((↑n + 1) * x) * periodMean fun t => Real.sin ((↑n + 1) * t) * f t)
e :
  (fun t => cosineKernel (N + 1) g (x - t) * f t) = fun t =>
    1 * (cosineKernel N g (x - t) * f t) +
      2 * g (N + 1) *
        (Real.cos ((↑N + 1) * x) * (Real.cos ((↑N + 1) * t) * f t) +
          Real.sin ((↑N + 1) * x) * (Real.sin ((↑N + 1) * t) * f t))
h1 : Continuous fun t => cosineKernel N g (x - t) * f t
h2 : Continuous fun t => Real.cos ((↑N + 1) * t) * f t
h3 : Continuous fun t => Real.sin ((↑N + 1) * t) * f t
⊢ (periodMean fun t =>
      1 * (cosineKernel N g (x - t) * f t) +
        2 * g (N + 1) *
          (Real.cos ((↑N + 1) * x) * (Real.cos ((↑N + 1) * t) * f t) +
            Real.sin ((↑N + 1) * x) * (Real.sin ((↑N + 1) * t) * f t))) =
    periodMean f +
      2 *
        ∑ n ∈ Finset.range (N + 1),
          g (n + 1) *
            ((Real.cos ((↑n + 1) * x) * periodMean fun t => Real.cos ((↑n + 1) * t) * f t) +
              Real.sin ((↑n + 1) * x) * periodMean fun t => Real.sin ((↑n + 1) * t) * f t)
```

What went wrong. The error is in the first rewrite with `periodMean_linear`. Its second function `v` is not given explicitly, so Lean reads it off the continuity proof built with `.mul` and `.add`. That proof is about sums and products of whole functions, and the pattern therefore contains a combined function applied to `t`, of the form `((fun x => …) * (fun t => …) + …) t`. The goal has the same expression written out as a sum of products of numbers at `t`. The two agree in value at every `t`, but `rw` does not unfold the operations on functions far enough to match them, and it reports that the pattern was not found.

The repair states the continuity separately as `h4`, for the function written out exactly as it stands in the goal, and `fun_prop` proves it. With `h4` as the argument, `v` has the written-out form and the pattern matches.

The coefficients now given explicitly in both uses of `periodMean_linear` are mere tidying: Lean could have found them by matching.

The change, after which it compiles:

```diff
@@ -58,7 +58,10 @@
     have h2 : Continuous (fun t => Real.cos (((N : ℝ) + 1) * t) * f t) := by fun_prop
     have h3 : Continuous (fun t => Real.sin (((N : ℝ) + 1) * t) * f t) := by fun_prop
-    rw [e, periodMean_linear _ _ h1
-      ((continuous_const.mul h2).add (continuous_const.mul h3)),
-      periodMean_linear _ _ h2 h3, ih, Finset.sum_range_succ]
+    have h4 : Continuous (fun t =>
+        Real.cos (((N : ℝ) + 1) * x) * (Real.cos (((N : ℝ) + 1) * t) * f t) +
+        Real.sin (((N : ℝ) + 1) * x) * (Real.sin (((N : ℝ) + 1) * t) * f t)) := by fun_prop
+    rw [e, periodMean_linear 1 (2 * g (N + 1)) h1 h4,
+      periodMean_linear (Real.cos (((N : ℝ) + 1) * x)) (Real.sin (((N : ℝ) + 1) * x)) h2 h3,
+      ih, Finset.sum_range_succ]
     ring
 
```
